# The KI Koopmans correction of a filled orbital has a uniform potential on a finite grid

We let the density of an orbital vary freely, including its total occupation. A density is a real function on a finite grid, whose values are electron numbers per grid point, and its occupation is the sum of those values. Orbitals here are spin orbitals, so a filled orbital has occupation 1. The correction therefore depends on the unnormalised density p, and a change of p can alter both how much charge the orbital holds and how it is distributed. The density R of all other electrons is held fixed.

## The derivative by hand

Let s = ∑ᵢ pᵢ > 0 and let E be an energy functional. The Koopmans correction treated here, in the form known as KI, is

C(p) = E(R) − E(R + p) + s (E(R + p/s) − E(R)).

It replaces the curved dependence of E on the occupation by a straight line. If p = f n, with n of occupation 1 and f > 0, then s = f and p/s = n, so

E(R + f n) + C(f n) = (1 − f) E(R) + f E(R + n).

The slope in f is E(R + n) − E(R), and at f = 1 the correction itself vanishes. Its derivative there need not vanish.

Take E = E_H + E_xc, with Hartree energy E_H(ρ) = ½ ⟨ρ, Kρ⟩ for an interaction kernel K, and E_xc differentiable at R + p. Here ⟨a, b⟩ = ∑ᵢ aᵢbᵢ, and v_xc(ρ) is the list of partial derivatives of E_xc at ρ. The claim is that at s = 1 the derivative of C along a density change d is

(∑ᵢ dᵢ) · (−E_H(p) + E_xc(R + p) − E_xc(R) − ⟨v_xc(R + p), p⟩).

To derive it, write σ = ∑ᵢ dᵢ and let v be the potential of the whole E. For s ≠ 1 the calculation also needs E to be differentiable at R + p/s; at s = 1 this is the same density as R + p. Along p + t d the occupation is s + tσ, so at t = 0 the normalised density changes at the rate

d/s − σ p/s².

The product and chain rules give

C′ = −⟨v(R + p), d⟩ + σ (E(R + p/s) − E(R)) + s ⟨v(R + p/s), d/s − σ p/s²⟩

= σ (E(R + p/s) − E(R) − ⟨v(R + p/s), p/s⟩) + ⟨v(R + p/s) − v(R + p), d⟩.

At s = 1 the last pairing is zero, leaving

C′ = σ (E(R + p) − E(R) − ⟨v(R + p), p⟩).

For the Hartree part, let X = ½(⟨p, KR⟩ + ⟨R, Kp⟩). Then

E_H(R + p) − E_H(R) = X + E_H(p),

⟨v_H(R + p), p⟩ = X + 2 E_H(p),

and the difference is −E_H(p), as claimed.

The change d enters only through its sum. For a filled orbital in this finite model with R frozen, the correction thus contributes a constant potential: it shifts the orbital energy but exerts no first-order pull on the orbital's shape.

## A grid with one point

With a single grid point, p, R and K are numbers and p/s = 1 for every p > 0. If E_xc = 0, the correction is

C(p) = ½ K p (1 − p).

Its derivative at p = 1 is −K/2, which is −E_H(1).

## Densities, correction and energy in Lean

The finite type `ι` is the grid, and densities have type `ι → ℝ`. They are not required to be non-negative.

```lean
import Mathlib

open Matrix

namespace KoopmansCompliant

noncomputable section

variable {ι : Type*} [Fintype ι]
```

The occupation is a plain sum, with any volume element absorbed into the density values.

```lean
/-- The occupation of an orbital density: its sum over the grid. -/
def occupation (p : ι → ℝ) : ℝ := ∑ i, p i
```

The correction is defined for an arbitrary functional `E`. It concerns one orbital and has no screening factor.

```lean
/-- The Koopmans correction of the energy functional `E` for an orbital density `p` on top of the
remaining density `R`. The formula is meant for densities `p` of nonzero occupation. -/
def correction (E : (ι → ℝ) → ℝ) (R p : ι → ℝ) : ℝ :=
  E R - E (R + p) + occupation p * (E (R + (occupation p)⁻¹ • p) - E R)
```

In the Hartree energy, `*ᵥ` applies the kernel matrix to a density and `⬝ᵥ` is the pairing ⟨·, ·⟩. Symmetry of `K` is not assumed, because a quadratic form sees only the symmetric part.

```lean
/-- The Hartree energy: half the quadratic form of the interaction kernel `K`. -/
def hartree (K : Matrix ι ι ℝ) (ρ : ι → ℝ) : ℝ := (1 / 2) * (ρ ⬝ᵥ K *ᵥ ρ)

/-- The sum of the Hartree energy and an exchange-correlation energy. -/
def totalEnergy (K : Matrix ι ι ℝ) (Exc : (ι → ℝ) → ℝ) : (ι → ℝ) → ℝ :=
  fun ρ => hartree K ρ + Exc ρ
```

## Linearity in the occupation

The first theorem is the straight-line identity. Its proof computes the occupation of `f • n`, cancels `f` in the normalised density, and finishes by algebra.

```lean
/-- With the remaining density and the normalised orbital density `n` held fixed, the corrected
energy at occupation `f > 0` lies on the straight line through the energies of the empty orbital
(`f = 0`) and the filled orbital (`f = 1`). -/
theorem corrected_energy_linear (E : (ι → ℝ) → ℝ) (R n : ι → ℝ) (hn : occupation n = 1)
    {f : ℝ} (hf : 0 < f) :
    E (R + f • n) + correction E R (f • n) = (1 - f) * E R + f * E (R + n) := by
  have ho : occupation (f • n) = f := by
    have h : occupation (f • n) = f * occupation n := by
      simp [occupation, Finset.mul_sum]
    rw [h, hn, mul_one]
  unfold correction
  rw [ho, inv_smul_smul₀ hf.ne']
  ring
```

For the slope, `HasDerivAt g a x` says that g is differentiable at x with derivative a. The linear formula holds for positive occupations, hence throughout a neighbourhood of `f`, and that is enough to transfer the derivative.

```lean
/-- With the remaining density and the normalised orbital density `n` held fixed, the derivative
of the corrected energy with respect to a positive occupation is the energy difference between
the filled and the empty orbital. -/
theorem corrected_energy_slope (E : (ι → ℝ) → ℝ) (R n : ι → ℝ) (hn : occupation n = 1)
    {f : ℝ} (hf : 0 < f) :
    HasDerivAt (fun x : ℝ => E (R + x • n) + correction E R (x • n)) (E (R + n) - E R) f := by
  have h : HasDerivAt (fun x : ℝ => (1 - x) * E R + x * E (R + n)) (E (R + n) - E R) f :=
    ((((hasDerivAt_id' f).const_sub 1).mul_const (E R)).fun_add
      ((hasDerivAt_id' f).mul_const (E (R + n)))).congr_deriv (by ring)
  refine h.congr_of_eventuallyEq ?_
  filter_upwards [lt_mem_nhds hf] with x hx
  exact corrected_energy_linear E R n hn hx
```

## Potentials and the chain rule

The Hartree energy is a polynomial in the density values, so it is differentiable everywhere.

```lean
/-- The Hartree energy is a differentiable functional of the density. -/
theorem hartree_differentiable (K : Matrix ι ι ℝ) : Differentiable ℝ (hartree K) := by
  unfold hartree
  simp only [dotProduct, Matrix.mulVec]
  fun_prop
```

A potential collects the values of the Fréchet derivative on unit changes at single grid points.

```lean
variable [DecidableEq ι]

/-- The potential of a functional `F` at a density `ρ` where `F` is differentiable: its partial
derivative with respect to the density at each grid point. -/
def potential (F : (ι → ℝ) → ℝ) (ρ : ι → ℝ) : ι → ℝ :=
  fun i => fderiv ℝ F ρ (Pi.single i 1)
```

Expanding `d` in these unit changes and using linearity shows that pairing with the potential gives the directional derivative.

```lean
/-- The potential paired with a density change `d` is the Fréchet derivative applied to `d`. -/
theorem potential_dotProduct (F : (ι → ℝ) → ℝ) (ρ d : ι → ℝ) :
    potential F ρ ⬝ᵥ d = fderiv ℝ F ρ d := by
  have hd : d = ∑ i, d i • (Pi.single i (1 : ℝ) : ι → ℝ) := by
    ext j
    simp [Finset.sum_apply, Pi.single_apply]
  conv_rhs => rw [hd, map_sum]
  simp only [dotProduct, potential, map_smul, smul_eq_mul, mul_comm]
```

This yields the chain rule along a path of densities, used twice in the main calculation.

```lean
/-- Along a differentiable path of densities, a functional differentiable at the point reached
changes at the rate given by its potential paired with the velocity of the path. -/
theorem hasDerivAt_along_path {F : (ι → ℝ) → ℝ} {g : ℝ → ι → ℝ} {g' x : ι → ℝ} {t : ℝ}
    (hx : g t = x) (hF : DifferentiableAt ℝ F x) (hg : HasDerivAt g g' t) :
    HasDerivAt (fun u => F (g u)) (potential F x ⬝ᵥ g') t := by
  subst hx
  rw [potential_dotProduct]
  exact hF.hasFDerivAt.comp_hasDerivAt t hg
```

The Hartree potential is found by restricting the energy to a line, where it is a quadratic polynomial in t. Its linear coefficient must equal the derivative supplied by the chain rule, since derivatives are unique.

```lean
/-- The Hartree potential paired with a density change `d` is the symmetrised interaction
between `d` and the density. -/
theorem hartree_potential (K : Matrix ι ι ℝ) (ρ d : ι → ℝ) :
    potential (hartree K) ρ ⬝ᵥ d = (1 / 2) * (d ⬝ᵥ K *ᵥ ρ + ρ ⬝ᵥ K *ᵥ d) := by
  have hline : HasDerivAt (fun t : ℝ => ρ + t • d) d 0 :=
    (((hasDerivAt_id' (0 : ℝ)).smul_const d).const_add ρ).congr_deriv (one_smul ℝ d)
  have h1 : HasDerivAt (fun t : ℝ => hartree K (ρ + t • d))
      (potential (hartree K) ρ ⬝ᵥ d) 0 :=
    hasDerivAt_along_path (g := fun t : ℝ => ρ + t • d) (by simp)
      (hartree_differentiable K ρ) hline
  -- along a line the Hartree energy is a quadratic polynomial
  have hfun : (fun t : ℝ => hartree K (ρ + t • d)) = fun t : ℝ =>
      hartree K ρ + t * ((1 / 2) * (d ⬝ᵥ K *ᵥ ρ + ρ ⬝ᵥ K *ᵥ d)) + t ^ 2 * hartree K d := by
    funext t
    simp only [hartree, Matrix.mulVec_add, Matrix.mulVec_smul, add_dotProduct, dotProduct_add,
      smul_dotProduct, dotProduct_smul, smul_eq_mul]
    ring
  rw [hfun] at h1
  refine h1.unique ?_
  exact ((((hasDerivAt_id' (0 : ℝ)).mul_const _).const_add _).fun_add
    ((hasDerivAt_pow 2 (0 : ℝ)).mul_const _)).congr_deriv (by simp)
```

## The correction differentiated

The next theorem is the formula for C′ at any positive occupation. In its proof, `ho` is the rate σ of the occupation and `hn` the rate of the normalised density; `c1` and `c2` are the chain rule at R + p and R + p/s. The closing `linear_combination` uses s · s⁻¹ = 1 to collect the terms.

```lean
/-- Derivative of the Koopmans correction along `d` at any positive occupation, for an energy
differentiable at the actual density and at the density with the orbital normalised. -/
theorem correction_hasDerivAt (E : (ι → ℝ) → ℝ) (R p d : ι → ℝ) (hs : 0 < occupation p)
    (h1 : DifferentiableAt ℝ E (R + p))
    (h2 : DifferentiableAt ℝ E (R + (occupation p)⁻¹ • p)) :
    HasDerivAt (fun t : ℝ => correction E R (p + t • d))
      (occupation d * (E (R + (occupation p)⁻¹ • p) - E R
          - potential E (R + (occupation p)⁻¹ • p) ⬝ᵥ ((occupation p)⁻¹ • p))
        + (potential E (R + (occupation p)⁻¹ • p) - potential E (R + p)) ⬝ᵥ d) 0 := by
  have h0 : p + (0 : ℝ) • d = p := by simp
  have hline : HasDerivAt (fun t : ℝ => p + t • d) d 0 :=
    (((hasDerivAt_id' (0 : ℝ)).smul_const d).const_add p).congr_deriv (one_smul ℝ d)
  have ho : HasDerivAt (fun t : ℝ => occupation (p + t • d)) (occupation d) 0 := by
    have hfun : (fun t : ℝ => occupation (p + t • d)) =
        fun t : ℝ => occupation p + t * occupation d := by
      funext t
      simp [occupation, Finset.sum_add_distrib, Finset.mul_sum]
    rw [hfun]
    exact (((hasDerivAt_id' (0 : ℝ)).mul_const _).const_add _).congr_deriv (one_mul _)
  -- response of the normalised orbital density
  have hinv : HasDerivAt (fun t : ℝ => (occupation (p + t • d))⁻¹)
      (-occupation d / occupation p ^ 2) 0 :=
    (ho.inv (by simpa using hs.ne')).congr_deriv (by simp)
  have hn : HasDerivAt (fun t : ℝ => (occupation (p + t • d))⁻¹ • (p + t • d))
      ((occupation p)⁻¹ • d + (-occupation d / occupation p ^ 2) • p) 0 :=
    (hinv.smul hline).congr_deriv (by simp)
  have c1 := hasDerivAt_along_path (g := fun t : ℝ => R + (p + t • d)) (by simp) h1
    (hline.const_add R)
  have c2 := hasDerivAt_along_path
    (g := fun t : ℝ => R + (occupation (p + t • d))⁻¹ • (p + t • d)) (by simp) h2
    (hn.const_add R)
  refine ((c1.const_sub (E R)).fun_add (ho.fun_mul (c2.sub_const (E R)))).congr_deriv ?_
  have hc : occupation p * (occupation p)⁻¹ = 1 := mul_inv_cancel₀ hs.ne'
  simp only [h0, dotProduct_add, dotProduct_smul, sub_dotProduct, smul_eq_mul]
  linear_combination (potential E (R + (occupation p)⁻¹ • p) ⬝ᵥ d
    - occupation d * (occupation p)⁻¹ * (potential E (R + (occupation p)⁻¹ • p) ⬝ᵥ p)) * hc
```

At occupation one the two densities coincide, so a single differentiability hypothesis on `Exc`, at `R + p`, suffices. Physically it requires a well-defined exchange-correlation potential there; a functional with a kink at that density is excluded. The proof specialises the previous theorem, splits the potential into its Hartree and exchange-correlation parts, and expands the quadratic form.

```lean
/-- At full occupation, for `Exc` differentiable at the density `R + p`, the derivative of the
Koopmans correction along `d` is the product of two factors: the sum of the values of `d`, and
`-hartree K p + Exc (R + p) - Exc R - potential Exc (R + p) ⬝ᵥ p`. -/
theorem koopmans_derivative (K : Matrix ι ι ℝ) (Exc : (ι → ℝ) → ℝ) (R p d : ι → ℝ)
    (hp : occupation p = 1) (hxc : DifferentiableAt ℝ Exc (R + p)) :
    HasDerivAt (fun t : ℝ => correction (totalEnergy K Exc) R (p + t • d))
      (occupation d * (-hartree K p + Exc (R + p) - Exc R
        - potential Exc (R + p) ⬝ᵥ p)) 0 := by
  have hE : HasFDerivAt (totalEnergy K Exc)
      (fderiv ℝ (hartree K) (R + p) + fderiv ℝ Exc (R + p)) (R + p) :=
    (hartree_differentiable K (R + p)).hasFDerivAt.add hxc.hasFDerivAt
  have hv : potential (totalEnergy K Exc) (R + p) ⬝ᵥ p =
      potential (hartree K) (R + p) ⬝ᵥ p + potential Exc (R + p) ⬝ᵥ p := by
    simp [potential_dotProduct, hE.fderiv]
  refine (correction_hasDerivAt (totalEnergy K Exc) R p d (by rw [hp]; exact one_pos)
    hE.differentiableAt (by simpa [hp] using hE.differentiableAt)).congr_deriv ?_
  -- at occupation one the two potentials coincide
  simp only [hp, inv_one, one_smul, sub_self, zero_dotProduct, add_zero]
  rw [hv, hartree_potential]
  simp only [totalEnergy, hartree, Matrix.mulVec_add, add_dotProduct, dotProduct_add]
  ring
```

Choosing `d` as a unit change at grid point `i` makes its sum 1. The resulting rate does not contain `i`, which is the uniformity of the potential. The theorem covers the orbital's own correction only: in the corrections of other orbitals, p would appear as part of their remaining density.

```lean
/-- At full occupation, for `Exc` differentiable at `R + p`, adding density at a single grid point
changes the Koopmans correction at a rate that is the same for every grid point. -/
theorem koopmans_potential_uniform (K : Matrix ι ι ℝ) (Exc : (ι → ℝ) → ℝ) (R p : ι → ℝ)
    (hp : occupation p = 1) (hxc : DifferentiableAt ℝ Exc (R + p)) (i : ι) :
    HasDerivAt (fun t : ℝ => correction (totalEnergy K Exc) R (p + t • Pi.single i (1 : ℝ)))
      (-hartree K p + Exc (R + p) - Exc R - potential Exc (R + p) ⬝ᵥ p) 0 := by
  have ho : occupation (Pi.single i (1 : ℝ) : ι → ℝ) = 1 := by
    simp [occupation, Pi.single_apply]
  exact (koopmans_derivative K Exc R p (Pi.single i 1) hp hxc).congr_deriv
    (by rw [ho, one_mul])

end

end KoopmansCompliant
```

```lean
#print axioms KoopmansCompliant.corrected_energy_slope
#print axioms KoopmansCompliant.koopmans_potential_uniform
```

```
'KoopmansCompliant.corrected_energy_slope' depends on axioms: [propext, Classical.choice, Quot.sound]
'KoopmansCompliant.koopmans_potential_uniform' depends on axioms: [propext, Classical.choice, Quot.sound]
```
